# The ladder operators of a single spin generate every operator on its multiplet

## A magnetic ion and its effective Hamiltonian

A magnetic ion in a crystal often has a low-lying spin multiplet, well separated in energy from everything else. Its effective Hamiltonian may contain a Zeeman term, linear in the spin components, and crystal-field terms such as Jz² or J₊² + J₋². Could some interaction on these levels have no expression in spin operators at all?

For one isolated multiplet of finite spin, it could not: every operator is a polynomial in J₊ and J₋, so an effective spin Hamiltonian can represent any interaction within the multiplet. The polynomials are non-commutative, with complex coefficients.

## Levels, matrices and weights

Let the spin be n/2, with n = 0, 1, 2, …, and set ħ = 1. Number the states k = 0, …, n from the top, so that |k⟩ has magnetic quantum number n/2 − k. The highest state is |0⟩ and the lowest is |n⟩. The raising matrix has the entries

⟨k|J₊|k+1⟩ = √((k+1)(n−k))

and zeros elsewhere. J₋ is its transpose, which is also its adjoint because the entries are real. Give level k the weight

w(k) = √(k!/(n−k)!).

The explicit result, for any operator A with matrix elements Aᵢⱼ = ⟨i|A|j⟩, is

A = Σᵢ Σⱼ Aᵢⱼ · w(j)/((n!)² w(i)) · J₋ⁱ J₊ⁿ J₋ⁿ⁻ʲ.

## What the Lean theorems say

The matrices J₊ and J₋ are `raise n` and `lower n`, with rows and columns indexed by `Fin (n + 1)`, that is, by the levels 0 to n. The weight w(k) is `weight n k`, and the matrix unit |i⟩⟨j| is `Matrix.single i j 1`.

- `operator_expansion` is the displayed formula, for every n and every complex matrix A.
- `adjoin_raise_lower` says that `Algebra.adjoin ℂ {raise n, lower n}` equals `⊤`. The left side is the smallest set of matrices that contains J₊, J₋ and the identity and is closed under sums, products and complex multiples; `⊤` is the full matrix algebra.
- `adjoin_jx_jy` says the same of Jx = (J₊ + J₋)/2 and Jy = (J₊ − J₋)/(2i).
- `adjoin_raise_ne_top` says that J₊ alone is not enough when `1 ≤ n`.

The matrices are given by their entries and not derived from the commutation relations. Jz is not defined in the file; as a matrix on the multiplet, diag(n/2 − k) is one of the operators to which the expansion applies. The statements concern one multiplet, without orbital degeneracy or a second spin.

## From one rung to a matrix unit

**One rung.** For k < n, the ratio of neighbouring weights is the ladder coefficient:

w(k+1)²/w(k)² = [(k+1)!/k!] · [(n−k)!/(n−k−1)!] = (k+1)(n−k).

Hence J₋|k⟩ = (w(k+1)/w(k)) |k+1⟩, while J₋|n⟩ = 0.

**Many rungs.** In a product of such steps the intermediate weights cancel, so

⟨r|J₋ᵐ|s⟩ = w(r)/w(s) if r = s + m, and 0 otherwise.

**The full climb.** J₊ⁿ is the transpose of J₋ⁿ. Levels n apart must be 0 and n, so J₊ⁿ has a single non-zero entry:

⟨0|J₊ⁿ|n⟩ = w(n)/w(0) = √(n!) · √(n!) = n!.

Therefore J₊ⁿ = n! |0⟩⟨n|.

**Choosing both ends.** Put powers of J₋ on either side. On the right, ⟨n|J₋ⁿ⁻ʲ = (w(n)/w(j)) ⟨j|. On the left, J₋ⁱ|0⟩ = (w(i)/w(0)) |i⟩. Together,

J₋ⁱ J₊ⁿ J₋ⁿ⁻ʲ = n! · (w(i)/w(0)) · (w(n)/w(j)) |i⟩⟨j| = (n!)² (w(i)/w(j)) |i⟩⟨j|.

**Any operator.** Solve for |i⟩⟨j| and insert it into A = Σᵢⱼ Aᵢⱼ |i⟩⟨j|. This gives the expansion, and since each term is built from J₊ and J₋, the generated algebra contains every A.

**Cartesian components.** From the definitions, Jx + iJy = J₊ and Jx − iJy = J₋. An algebra containing Jx and Jy therefore contains both ladder operators, and hence everything.

For n ≥ 1 the expansion is not always the shortest possible. For instance, |n⟩⟨0| is already J₋ⁿ/n!, whereas the general formula uses J₋ⁿ J₊ⁿ J₋ⁿ.

## Spin 1 in numbers

For n = 2 both ladder coefficients are √2, and the weights are w(0) = 1/√2, w(1) = 1, w(2) = √2. Take the projector on the middle state, |1⟩⟨1|. The formula with i = j = 1 gives

|1⟩⟨1| = J₋ J₊² J₋ / 4.

To check it, apply the product to |1⟩. First J₋|1⟩ = √2 |2⟩, then J₊²|2⟩ = 2|0⟩, and finally J₋|0⟩ = √2 |1⟩. The factors multiply to √2 · 2 · √2 = 4. The state |0⟩ is lowered to |1⟩ and then annihilated by J₊², and |2⟩ is annihilated by the first J₋.

## Why J₊ needs a partner

Leave out J₋ and take spin 1/2. Since J₊² = 0, the matrices generated by J₊ are a·1 + b·J₊, with equal diagonal entries. The projector on the upper state, diag(1, 0), is not among them.

For general n ≥ 1, everything generated by J₊ commutes with J₊. Let P = |0⟩⟨0|. Then

⟨0|PJ₊|1⟩ = √n, but ⟨0|J₊P|1⟩ = 0,

so P is not generated. The condition n ≥ 1 excludes only spin 0. There J₊ is the 1×1 zero matrix, and the multiples of the identity are already all operators, so the negative statement fails.

## The complete Lean file

```lean
import Mathlib

open Matrix
open scoped Nat

namespace SpinLadderGeneration

noncomputable section

/-- The raising matrix `J₊` of spin `n/2`, with entries `√((k+1)(n-k))` at `(k, k+1)`
and zero elsewhere. -/
def raise (n : ℕ) : Matrix (Fin (n + 1)) (Fin (n + 1)) ℂ :=
  Matrix.of fun i j => if j.val = i.val + 1 then
    ((√(((i : ℕ) + 1 : ℝ) * ((n : ℝ) - (i : ℕ))) : ℝ) : ℂ) else 0

/-- The lowering matrix `J₋`, the transpose of `J₊`. -/
def lower (n : ℕ) : Matrix (Fin (n + 1)) (Fin (n + 1)) ℂ := (raise n)ᵀ

/-- The Cartesian component `Jx = (J₊ + J₋)/2`. -/
def jx (n : ℕ) : Matrix (Fin (n + 1)) (Fin (n + 1)) ℂ :=
  (1 / 2 : ℂ) • (raise n + lower n)

/-- The Cartesian component `Jy = (J₊ - J₋)/(2i)`, written with `1/(2i) = -i/2`. -/
def jy (n : ℕ) : Matrix (Fin (n + 1)) (Fin (n + 1)) ℂ :=
  (-(Complex.I / 2)) • (raise n - lower n)

/-- The weight `√(k!/(n-k)!)` of level `k`, for `k ≤ n`. -/
def weight (n k : ℕ) : ℝ := √((k ! : ℝ) / ((n - k)! : ℝ))

/-- The weights are strictly positive. -/
theorem weight_pos (n k : ℕ) : 0 < weight n k :=
  Real.sqrt_pos.2 (div_pos (Nat.cast_pos.2 (Nat.factorial_pos _))
    (Nat.cast_pos.2 (Nat.factorial_pos _)))

/-- For `k < n`, the ladder coefficient `√((k+1)(n-k))` carries the weight of level `k`
to that of level `k+1`. -/
theorem weight_succ {n k : ℕ} (h : k < n) :
    weight n (k + 1) = √(((k : ℝ) + 1) * ((n : ℝ) - k)) * weight n k := by
  obtain ⟨m, rfl⟩ : ∃ m, n = k + 1 + m := ⟨n - (k + 1), by omega⟩
  have hx : ((k + 1 + m : ℕ) : ℝ) - k = m + 1 := by push_cast; ring
  have h1 : k + 1 + m - (k + 1) = m := by omega
  have h2 : k + 1 + m - k = m + 1 := by omega
  have hm : (m ! : ℝ) ≠ 0 := Nat.cast_ne_zero.2 (Nat.factorial_ne_zero m)
  unfold weight
  rw [hx, h1, h2, ← Real.sqrt_mul (by positivity)]
  congr 1
  rw [Nat.factorial_succ k, Nat.factorial_succ m]
  push_cast
  field_simp

/-- The entry of `J₋` at `(i, j)` is the ratio of the weights of levels `i` and `j` if `i = j + 1`,
and zero otherwise. -/
theorem lower_apply (n : ℕ) (i j : Fin (n + 1)) :
    lower n i j = if i.val = j.val + 1 then
      ((weight n i / weight n j : ℝ) : ℂ) else 0 := by
  simp only [lower, raise, Matrix.transpose_apply, Matrix.of_apply]
  split_ifs with h
  · have hj : j.val < n := by have := i.isLt; omega
    rw [h, weight_succ hj, mul_div_cancel_right₀ _ (weight_pos n j).ne']
  · rfl

/-- The entry of `J₋ᵐ` at `(r, s)` is zero unless `r = s + m`, when it is the ratio of the weights
of the final and initial levels. -/
theorem lower_pow_apply (n m : ℕ) (r s : Fin (n + 1)) :
    (lower n ^ m) r s = if r.val = s.val + m then
      ((weight n r / weight n s : ℝ) : ℂ) else 0 := by
  induction m generalizing r s with
  | zero =>
    rw [pow_zero, Matrix.one_apply]
    by_cases h : r = s
    · subst h
      rw [div_self (weight_pos n r).ne']
      simp
    · have h' : ¬ r.val = s.val + 0 := fun e => h (Fin.ext e)
      rw [if_neg h, if_neg h']
  | succ m ih =>
    rw [pow_succ, Matrix.mul_apply]
    by_cases hs : s.val < n
    · -- only the level just below `s` on the ladder contributes
      rw [Finset.sum_eq_single (⟨s.val + 1, by omega⟩ : Fin (n + 1))]
      · rw [ih, lower_apply, if_pos rfl]
        by_cases h : r.val = s.val + 1 + m
        · have h' : r.val = s.val + (m + 1) := by omega
          have hw := (weight_pos n (s.val + 1)).ne'
          have e : weight n r / weight n (s.val + 1) * (weight n (s.val + 1) / weight n s)
              = weight n r / weight n s := by field_simp
          rw [if_pos h, if_pos h', ← Complex.ofReal_mul]
          exact congrArg Complex.ofReal e
        · have h' : ¬ r.val = s.val + (m + 1) := by omega
          rw [if_neg h, if_neg h', zero_mul]
      · intro t _ ht
        rw [lower_apply, if_neg (fun e => ht (Fin.ext e)), mul_zero]
      · intro h
        exact absurd (Finset.mem_univ _) h
    · have h' : ¬ r.val = s.val + (m + 1) := by have := r.isLt; omega
      rw [if_neg h']
      refine Finset.sum_eq_zero fun t _ => ?_
      have ht : ¬ t.val = s.val + 1 := by have := t.isLt; omega
      rw [lower_apply, if_neg ht, mul_zero]

/-- The ladder monomial `J₋ⁱ J₊ⁿ J₋ⁿ⁻ʲ` is `(n!)²` times the ratio of the weights of
levels `i` and `j` times the matrix unit `|i⟩⟨j|`. -/
theorem ladder_monomial (n : ℕ) (i j : Fin (n + 1)) :
    lower n ^ i.val * raise n ^ n * lower n ^ (n - j.val) =
      (((n ! : ℝ) ^ 2 * (weight n i / weight n j) : ℝ) : ℂ) • Matrix.single i j (1 : ℂ) := by
  have hR : ∀ t u, (raise n ^ n) t u = (lower n ^ n) u t := by
    intro t u
    have h : raise n ^ n = (lower n ^ n)ᵀ := by
      rw [Matrix.transpose_pow, lower, Matrix.transpose_transpose]
    rw [h, Matrix.transpose_apply]
  -- `J₊ⁿ` only connects the lowest state to the highest one
  have hz : ∀ t u : Fin (n + 1), (t.val ≠ 0 ∨ u.val ≠ n) → (raise n ^ n) t u = 0 := by
    intro t u h
    have hu := u.isLt
    rw [hR, lower_pow_apply, if_neg (by omega)]
  have hw : weight n n / weight n 0 = (n ! : ℝ) := by
    rw [div_eq_iff (weight_pos n 0).ne']
    simp only [weight, Nat.sub_self, Nat.sub_zero, Nat.factorial_zero, Nat.cast_one, div_one]
    rw [one_div, Real.sqrt_inv, ← div_eq_mul_inv, Real.div_sqrt]
  have htop : (raise n ^ n) 0 (Fin.last n) = ((weight n n / weight n 0 : ℝ) : ℂ) := by
    rw [hR, lower_pow_apply, if_pos (by simp)]
    simp
  ext r s
  have hsum : (lower n ^ i.val * raise n ^ n * lower n ^ (n - j.val)) r s =
      (lower n ^ i.val) r 0 * (raise n ^ n) 0 (Fin.last n) *
        (lower n ^ (n - j.val)) (Fin.last n) s := by
    rw [Matrix.mul_apply, Finset.sum_eq_single (Fin.last n), Matrix.mul_apply,
      Finset.sum_eq_single 0]
    · intro t _ ht
      rw [hz t _ (Or.inl fun e => ht (Fin.ext e)), mul_zero]
    · intro h
      exact absurd (Finset.mem_univ _) h
    · intro u _ hu
      rw [Matrix.mul_apply, Finset.sum_eq_zero, zero_mul]
      intro t _
      rw [hz t u (Or.inr fun e => hu (Fin.ext e)), mul_zero]
    · intro h
      exact absurd (Finset.mem_univ _) h
  rw [hsum, htop, lower_pow_apply, lower_pow_apply, Matrix.smul_apply, Matrix.single_apply,
    Fin.val_zero, Fin.val_last, smul_eq_mul]
  have hj := j.isLt
  by_cases hr : i = r
  · by_cases hs : j = s
    · subst hr
      subst hs
      rw [if_pos (by omega), if_pos (by omega), if_pos ⟨rfl, rfl⟩, ← hw]
      push_cast
      ring
    · have hs' : j.val ≠ s.val := fun e => hs (Fin.ext e)
      rw [if_neg (show ¬ n = s.val + (n - j.val) by omega),
        if_neg (show ¬ (i = r ∧ j = s) from fun e => hs e.2)]
      simp
  · have hr' : i.val ≠ r.val := fun e => hr (Fin.ext e)
    rw [if_neg (show ¬ r.val = 0 + i.val by omega),
      if_neg (show ¬ (i = r ∧ j = s) from fun e => hr e.1)]
    simp

/-- Every operator `A` on the multiplet is an explicit polynomial in `J₊` and `J₋`, with
coefficients given by the matrix elements of `A`. -/
theorem operator_expansion (n : ℕ) (A : Matrix (Fin (n + 1)) (Fin (n + 1)) ℂ) :
    A = ∑ i, ∑ j, (A i j * ((weight n j / ((n ! : ℝ) ^ 2 * weight n i) : ℝ) : ℂ)) •
      (lower n ^ i.val * raise n ^ n * lower n ^ (n - j.val)) := by
  refine (Matrix.matrix_eq_sum_single A).trans ?_
  refine Finset.sum_congr rfl fun i _ => Finset.sum_congr rfl fun j _ => ?_
  have hi := (weight_pos n i).ne'
  have hj := (weight_pos n j).ne'
  have hn : (n ! : ℝ) ≠ 0 := Nat.cast_ne_zero.2 (Nat.factorial_ne_zero n)
  have e : weight n j / ((n ! : ℝ) ^ 2 * weight n i) *
      ((n ! : ℝ) ^ 2 * (weight n i / weight n j)) = 1 := by field_simp
  rw [ladder_monomial, smul_smul, mul_assoc, ← Complex.ofReal_mul, e, Complex.ofReal_one,
    mul_one, Matrix.smul_single, smul_eq_mul, mul_one]

/-- The complex algebra generated by `J₊` and `J₋` of spin `n/2` is the full algebra of
`(n+1) × (n+1)` matrices. -/
theorem adjoin_raise_lower (n : ℕ) : Algebra.adjoin ℂ {raise n, lower n} = ⊤ := by
  rw [eq_top_iff]
  intro A _
  have hp : raise n ∈ Algebra.adjoin ℂ {raise n, lower n} :=
    Algebra.subset_adjoin (by simp)
  have hm : lower n ∈ Algebra.adjoin ℂ {raise n, lower n} :=
    Algebra.subset_adjoin (by simp)
  rw [operator_expansion n A]
  exact sum_mem fun i _ => sum_mem fun j _ => Subalgebra.smul_mem _
    (mul_mem (mul_mem (pow_mem hm _) (pow_mem hp _)) (pow_mem hm _)) _

/-- The two Cartesian components `Jx` and `Jy` generate every operator on the multiplet. -/
theorem adjoin_jx_jy (n : ℕ) : Algebra.adjoin ℂ {jx n, jy n} = ⊤ := by
  have hx : jx n ∈ Algebra.adjoin ℂ {jx n, jy n} := Algebra.subset_adjoin (by simp)
  have hy : jy n ∈ Algebra.adjoin ℂ {jx n, jy n} := Algebra.subset_adjoin (by simp)
  have hI : Complex.I * -(Complex.I / 2) = 1 / 2 := by
    linear_combination (-1 / 2 : ℂ) * Complex.I_mul_I
  -- recover the ladder operators as `Jx ± i Jy`
  have hp : raise n = jx n + Complex.I • jy n := by
    rw [jx, jy, smul_smul, hI]
    module
  have hm : lower n = jx n - Complex.I • jy n := by
    rw [jx, jy, smul_smul, hI]
    module
  rw [eq_top_iff, ← adjoin_raise_lower n]
  refine Algebra.adjoin_le ?_
  rintro _ (rfl | rfl)
  · rw [hp]
    exact add_mem hx (Subalgebra.smul_mem _ hy _)
  · rw [hm]
    exact sub_mem hx (Subalgebra.smul_mem _ hy _)

/-- For `n ≥ 1` the raising matrix alone does not generate all operators. -/
theorem adjoin_raise_ne_top {n : ℕ} (hn : 1 ≤ n) : Algebra.adjoin ℂ {raise n} ≠ ⊤ := by
  intro h
  -- everything generated by `J₊` commutes with `J₊`
  have hle : Algebra.adjoin ℂ {raise n} ≤ Subalgebra.centralizer ℂ {raise n} := by
    refine Algebra.adjoin_le ?_
    intro x hx
    rw [SetLike.mem_coe, Subalgebra.mem_centralizer_iff]
    intro g hg
    rw [Set.mem_singleton_iff.1 hg, Set.mem_singleton_iff.1 hx]
  have hE : Matrix.single (0 : Fin (n + 1)) (0 : Fin (n + 1)) (1 : ℂ) ∈
      Subalgebra.centralizer ℂ {raise n} := hle (by rw [h]; exact Algebra.mem_top)
  rw [Subalgebra.mem_centralizer_iff] at hE
  have hc := hE (raise n) (Set.mem_singleton _)
  -- the projector on the highest state does not
  let k : Fin (n + 1) := ⟨1, by omega⟩
  have hk : k ≠ 0 := fun e => by
    have := congrArg Fin.val e
    simp [k] at this
  have h1 := congrFun (congrFun hc 0) k
  rw [Matrix.mul_single_apply_of_ne (hbj := hk), Matrix.single_mul_apply_same, one_mul] at h1
  have h2 : lower n k 0 ≠ 0 := by
    rw [lower_apply, if_pos (by simp [k])]
    exact Complex.ofReal_ne_zero.2 (div_pos (weight_pos _ _) (weight_pos _ _)).ne'
  exact h2 h1.symm

end

end SpinLadderGeneration
```

```lean
#print axioms SpinLadderGeneration.operator_expansion
#print axioms SpinLadderGeneration.adjoin_jx_jy
#print axioms SpinLadderGeneration.adjoin_raise_ne_top
```

```
'SpinLadderGeneration.operator_expansion' depends on axioms: [propext, Classical.choice, Quot.sound]
'SpinLadderGeneration.adjoin_jx_jy' depends on axioms: [propext, Classical.choice, Quot.sound]
'SpinLadderGeneration.adjoin_raise_ne_top' depends on axioms: [propext, Classical.choice, Quot.sound]
```

## How the Lean proof climbs the ladder

`weight_pos` allows division by weights throughout. `weight_succ` is the one-rung identity: it writes n as k + 1 + m, which turns the factorials into m! and (m+1)!, and `field_simp` finishes the cancellation. `lower_apply` then rewrites each entry of J₋ just below the diagonal as a ratio of weights; the other entries are zero.

`lower_pow_apply` proves the many-rung formula by induction on m. In the induction step, J₋ᵐ⁺¹ is split as J₋ᵐ J₋, and the matrix product becomes a sum over intermediate levels. If s < n, `Finset.sum_eq_single` keeps only level s + 1, and the weight there cancels. If s is the lowest level, every term vanishes, and r = s + (m + 1) is impossible as well.

`ladder_monomial` combines the full climb with the choice of ends. Inside it, `hR` transfers entries from J₋ⁿ to J₊ⁿ by transposition, `hz` shows that all but one entry of J₊ⁿ vanish, and `hw` evaluates w(n)/w(0) as n!. With these, `hsum` reduces the triple product to one path through the levels n and 0. The remaining case split asks whether the row is i and the column is j; only when both hold is the entry non-zero.

`operator_expansion` starts from Mathlib's decomposition into matrix units, `Matrix.matrix_eq_sum_single`, and the identity `e` shows that the scalar factors multiply to 1. In `adjoin_raise_lower`, the expansion is substituted for A, and closure under powers, products, multiples and sums puts A in the generated algebra.

For `adjoin_jx_jy`, the equations `hp` and `hm` recover J₊ and J₋ from Jx and Jy, so `Algebra.adjoin_le` carries the previous theorem over. `adjoin_raise_ne_top` argues by contradiction: `hle` places the algebra generated by J₊ inside the centralizer of J₊, the set of matrices commuting with it. If that algebra were everything, the projector on |0⟩ would commute with J₊. Comparing the entries in row 0 and column 1 would then force the first ladder coefficient to vanish, which `h2` rules out.
